# Exponential averaging of nonconstant work over independent samples is biased upward, less so with each added sample

Suppose 100 switching trajectories are divided into ten blocks of ten, each block gives a free-energy estimate by exponential averaging, and the ten estimates are averaged. If the estimator is taken to be unbiased, more blocks of the same size should bring the average to the free-energy difference. It settles on a higher value instead, because the logarithm of a sample mean is not, on average, the logarithm of the true mean.

For independent samples from a finite work distribution, the sign of this error is fixed. Let outcome $i$ have probability $p_i$ and work $W_i$, let $kT>0$ be the thermal energy at the temperature of the initial ensemble (the letter $k$ alone numbers the samples), and define

$$x_i=e^{-W_i/kT},\qquad \mu=\sum_i p_i x_i,\qquad \Delta F=-kT\ln\mu .$$

A sample $\omega=(\omega_0,\dots,\omega_{N-1})$ has mean $\bar x_N(\omega)=\frac1N\sum_{k=0}^{N-1}x_{\omega_k}$. With $E_N$ the expectation over $N$ samples, the expected estimate is $F_N=E_N[-kT\ln\bar x_N]$. If at least two different work values have positive probability, then

$$\Delta F<F_N\quad\text{and}\quad F_{N+1}<F_N\qquad(N\ge1).$$

## Independent draws from finitely many outcomes

Physically, each trajectory starts afresh from the same ensemble and follows the same protocol. In Lean the outcomes form a finite type `ι`, a data set is a map `ω : Fin N → ι`, and independence is the product weight `∏ k, p (ω k)` in `sampleExpect`. A continuous work distribution would need integrals and conditions for their convergence.

```lean
import Mathlib

open Finset

namespace ExponentialAveragingBias

noncomputable section

variable {ι : Type*} [Fintype ι]

/-- Expectation of `f` over `N` independent samples, each drawn with probabilities `p`. -/
def sampleExpect (p : ι → ℝ) (N : ℕ) (f : (Fin N → ι) → ℝ) : ℝ :=
  ∑ ω : Fin N → ι, (∏ k, p (ω k)) * f ω

/-- Arithmetic mean of the observable `x` over the `N ≥ 1` samples `ω`. -/
def sampleMean (x : ι → ℝ) {N : ℕ} (ω : Fin N → ι) : ℝ :=
  1 / (N : ℝ) * ∑ k, x (ω k)

/-- Boltzmann factor `exp(-W/kT)` of the work `W`, for `kT ≠ 0`. -/
def boltzmann (W : ι → ℝ) (kT : ℝ) (i : ι) : ℝ := Real.exp (-W i / kT)

/-- Exact free-energy difference `-kT ln⟨exp(-W/kT)⟩`, for `kT ≠ 0`. -/
def freeEnergy (p W : ι → ℝ) (kT : ℝ) : ℝ :=
  -kT * Real.log (∑ i, p i * boltzmann W kT i)

/-- Expected exponential-averaging estimate from `N ≥ 1` independent samples, for `kT ≠ 0`. -/
def expectedEstimate (p W : ι → ℝ) (kT : ℝ) (N : ℕ) : ℝ :=
  sampleExpect p N fun ω => -kT * Real.log (sampleMean (boltzmann W kT) ω)
```

`freeEnergy` is $\Delta F$ and `expectedEstimate` is $F_N$. That $\Delta F$ is a thermodynamic free-energy difference rests on the Jarzynski equality, with canonical initial states; here the exponential average is simply the definition.

Without independence, both strict inequalities can fail. If all $N$ samples are copies of one draw, the expected estimate is the mean work for every $N$ and never decreases. If two equally likely outcomes always appear together as a pair, the two-sample estimate equals $\Delta F$.

## Nonnegative probabilities that sum to one

The hypotheses `hp` and `hsum` say that $p$ is a probability distribution. They enter first through Jensen's inequality. Take weights $w_a\ge0$ with sum one, values $L_a>0$ and mean $A=\sum_a w_aL_a>0$. Since $\ln y\le y-1$, with equality only at $y=1$,

$$\ln L_a\le\ln A+\frac{L_a}{A}-1 .$$

Multiplying by $w_a$ and summing gives

$$\sum_a w_a\ln L_a\le\ln A+\frac AA-1=\ln A,$$

strictly if some $L_a\ne A$ has positive weight. In `jensen_log`, `key` is the weighted tangent bound and `tot` evaluates its sum; `sum_lt_sum` supplies the strict case.

```lean
/-- Jensen's inequality for the logarithm of a positive quantity `L` with mean `A` under
normalised nonnegative weights; it is strict if `L ≠ A` somewhere with positive weight. -/
theorem jensen_log {α : Type*} [Fintype α] (w L : α → ℝ) {A : ℝ} (hw : ∀ a, 0 ≤ w a)
    (h1 : ∑ a, w a = 1) (hL : ∀ a, 0 < L a) (hm : ∑ a, w a * L a = A) :
    ∑ a, w a * Real.log (L a) ≤ Real.log A ∧
      ∀ a, 0 < w a → L a ≠ A → ∑ a, w a * Real.log (L a) < Real.log A := by
  have h0 : ∑ a, w a ≠ 0 := by simp [h1]
  obtain ⟨i, -, hi⟩ := exists_ne_zero_of_sum_ne_zero h0
  have hA : 0 < A := by
    rw [← hm]
    exact sum_pos' (fun a _ => mul_nonneg (hw a) (hL a).le)
      ⟨i, mem_univ _, mul_pos ((hw i).lt_of_ne' hi) (hL i)⟩
  -- the tangent to the logarithm at `A` has mean `log A`
  have tot : ∑ a, w a * (Real.log A + (L a / A - 1)) = Real.log A := by
    have e : ∀ a, w a * (Real.log A + (L a / A - 1))
        = w a * (Real.log A - 1) + w a * L a / A := fun a => by ring
    simp only [e]
    rw [sum_add_distrib, ← sum_mul, ← sum_div, h1, hm, div_self hA.ne']
    ring
  have key : ∀ a, w a * Real.log (L a) ≤ w a * (Real.log A + (L a / A - 1)) := by
    intro a
    have h := Real.log_le_sub_one_of_pos (div_pos (hL a) hA)
    rw [Real.log_div (hL a).ne' hA.ne'] at h
    exact mul_le_mul_of_nonneg_left (by linarith) (hw a)
  refine ⟨(sum_le_sum fun a _ => key a).trans_eq tot, fun a ha hne => ?_⟩
  refine (sum_lt_sum (fun a _ => key a) ⟨a, mem_univ a, ?_⟩).trans_eq tot
  have h := Real.log_lt_sub_one_of_pos (div_pos (hL a) hA)
    (fun h => hne ((div_eq_one_iff_eq hA.ne').mp h))
  rw [Real.log_div (hL a).ne' hA.ne'] at h
  exact mul_lt_mul_of_pos_left (by linarith) ha
```

Independence lets sample $k$ be split off:

$$E_{N+1}[f]=\sum_a p_a\,E_N[f(\text{outcome } a \text{ inserted at position } k)].$$

If $f$ ignores sample $k$, normalisation reduces the right side to an $N$-sample expectation. If $f$ depends on sample $k$ alone, it reduces to $\sum_a p_af(a)$. `sampleExpect_succ` reindexes the sum by inserting one outcome and factors the product. The next two lemmas treat constants, by induction on $N$, and averages of quantities with equal expectations, by exchanging sums.

```lean
/-- The expectation over `N + 1` independent samples can be taken by averaging over sample `k`
and over the other `N` samples separately. -/
theorem sampleExpect_succ (p : ι → ℝ) {N : ℕ} (k : Fin (N + 1)) (f : (Fin (N + 1) → ι) → ℝ) :
    sampleExpect p (N + 1) f = ∑ a, p a * sampleExpect p N
      (fun ω => f (Fin.insertNth (α := fun _ => ι) k a ω)) := by
  unfold sampleExpect
  rw [← (Fin.insertNthEquiv (fun _ => ι) k).sum_comp, Fintype.sum_prod_type]
  refine sum_congr rfl fun a _ => ?_
  rw [mul_sum]
  refine sum_congr rfl fun ω _ => ?_
  rw [Fin.prod_univ_succAbove _ k]
  simp [Fin.insertNthEquiv, mul_assoc]

/-- If the probabilities sum to one, the expectation of a constant is that constant. -/
theorem sampleExpect_const {p : ι → ℝ} (hsum : ∑ i, p i = 1) (N : ℕ) (c : ℝ) :
    sampleExpect p N (fun _ => c) = c := by
  induction N with
  | zero => simp [sampleExpect]
  | succ n ih =>
    rw [sampleExpect_succ p 0]
    simp only [ih]
    rw [← sum_mul, hsum, one_mul]

/-- The average of `N + 1` quantities with the same expectation `c` has expectation `c`. -/
theorem sampleExpect_average (p : ι → ℝ) {N : ℕ} (f : Fin (N + 1) → (Fin (N + 1) → ι) → ℝ)
    {c : ℝ} (h : ∀ k, sampleExpect p (N + 1) (f k) = c) :
    sampleExpect p (N + 1) (fun ω => ∑ k, 1 / ((N + 1 : ℕ) : ℝ) * f k ω) = c := by
  have hc : ((N + 1 : ℕ) : ℝ) ≠ 0 := by positivity
  calc _ = ∑ k, 1 / ((N + 1 : ℕ) : ℝ) * sampleExpect p (N + 1) (f k) := by
        simp only [sampleExpect, mul_sum]
        rw [sum_comm]
        exact sum_congr rfl fun k _ => sum_congr rfl fun ω _ => by ring
    _ = c := by
        simp only [h]
        rw [sum_const, card_univ, Fintype.card_fin, nsmul_eq_mul, ← mul_assoc,
          mul_one_div_cancel hc, one_mul]
```

With a negative weight Jensen's inequality can fail: weights $2$ and $-1$ on the values $1$ and $3/2$ give an average logarithm $-\ln(3/2)$, above the logarithm of the average, $-\ln2$. If the weights summed to $s\ne1$, adding a constant $c$ to all work values would shift $F_1$ by $sc$ but $\Delta F$ by $c$, and a suitable $c$ would reverse their order.

## At least one sample

The hypothesis `hN : 1 ≤ N` says that there are data to average. It is used when one of $N+1$ samples is left out, since the remaining $N$ must still have a mean. Put $S=\sum_{k=0}^{N}x_{\omega_k}$. The mean without sample $k$ is $\bar x^{(k)}=(S-x_{\omega_k})/N$, and

$$\frac1{N+1}\sum_{k=0}^{N}\bar x^{(k)}
=\frac{(N+1)S-S}{N(N+1)}=\frac S{N+1}=\bar x_{N+1}.$$

In `leave_one_out`, the map `k.succAbove` lists the positions other than `k`, `h` is the formula for the reduced sum, and `e` is the cancellation in the numerator.

```lean
omit [Fintype ι] in
/-- The mean of `N + 1` samples is the average of the `N + 1` means obtained by leaving out one
sample, for `N ≥ 1`. -/
theorem leave_one_out (x : ι → ℝ) {N : ℕ} (hN : 1 ≤ N) (ω : Fin (N + 1) → ι) :
    ∑ k : Fin (N + 1), 1 / ((N + 1 : ℕ) : ℝ) * sampleMean x (fun j => ω (k.succAbove j))
      = sampleMean x ω := by
  have hN0 : (N : ℝ) ≠ 0 := by exact_mod_cast (by omega : N ≠ 0)
  have h : ∀ k : Fin (N + 1), ∑ j, x (ω (k.succAbove j)) = (∑ j, x (ω j)) - x (ω k) := by
    intro k
    have := Fin.sum_univ_succAbove (fun j => x (ω j)) k
    linarith
  have e : ((N + 1 : ℕ) : ℝ) * (∑ j, x (ω j)) - ∑ j, x (ω j) = N * ∑ j, x (ω j) := by
    push_cast
    ring
  simp only [sampleMean, h]
  rw [← mul_sum, ← mul_sum, sum_sub_distrib, sum_const, card_univ, Fintype.card_fin,
    nsmul_eq_mul, e, ← mul_assoc (1 / (N : ℝ)), one_div_mul_cancel hN0, one_mul]
```

For $N=0$ there is no estimate; Lean's conventions for division by zero and $\ln 0$ would assign it the value zero, which has no physical meaning.

## Two possible outcomes with different work

The hypothesis `hW` asks for outcomes $i,j$ of positive probability with $W_i\ne W_j$, so the work fluctuates. Without such a pair every data set gives the same work value, and $F_N=\Delta F$ for all $N\ge1$: both strict inequalities become equalities.

Apply Jensen's inequality to the leave-one-out means, with weights $1/(N+1)$:

$$\frac1{N+1}\sum_{k=0}^{N}\ln\bar x^{(k)}\le\ln\bar x_{N+1}.$$

Each term on the left has expectation $E_N[\ln\bar x_N]$, because the omitted sample sums out. Hence $E_N[\ln\bar x_N]\le E_{N+1}[\ln\bar x_{N+1}]$.

For strictness, consider the data set $(i,j,\dots,j)$, whose probability $p_ip_j^N$ is positive. Leaving out sample $0$ gives the mean $x_j$, whereas the full mean is $(x_i+Nx_j)/(N+1)$. These differ because $x_i\ne x_j$. In `log_mean_increases`, `J` is Jensen's inequality for each data set and `ω₀` is this special one.

```lean
/-- For a positive observable that is not constant on the outcomes of positive probability, the
expected logarithm of the sample mean strictly grows when a sample is added to `N ≥ 1` samples. -/
theorem log_mean_increases {p x : ι → ℝ} (hp : ∀ i, 0 ≤ p i) (hsum : ∑ i, p i = 1)
    (hx : ∀ i, 0 < x i) {i j : ι} (hi : 0 < p i) (hj : 0 < p j) (hij : x i ≠ x j)
    {N : ℕ} (hN : 1 ≤ N) :
    sampleExpect p N (fun ω => Real.log (sampleMean x ω))
      < sampleExpect p (N + 1) (fun ω => Real.log (sampleMean x ω)) := by
  have hN0 : (0 : ℝ) < N := by exact_mod_cast hN
  have hc : ((N + 1 : ℕ) : ℝ) ≠ 0 := by positivity
  -- leaving out sample `k` gives the distribution of `N` samples
  have h : ∀ k : Fin (N + 1), sampleExpect p (N + 1)
      (fun ω => Real.log (sampleMean x (fun j => ω (k.succAbove j))))
      = sampleExpect p N (fun ω => Real.log (sampleMean x ω)) := by
    intro k
    rw [sampleExpect_succ p k]
    simp only [Fin.insertNth_apply_succAbove]
    rw [← sum_mul, hsum, one_mul]
  -- Jensen's inequality over the omitted sample
  have J := fun ω : Fin (N + 1) → ι =>
    jensen_log (A := sampleMean x ω) (fun _ : Fin (N + 1) => 1 / ((N + 1 : ℕ) : ℝ))
      (fun k => sampleMean x (fun j => ω (k.succAbove j))) (fun _ => by positivity)
      (by rw [sum_const, card_univ, Fintype.card_fin, nsmul_eq_mul, mul_one_div_cancel hc])
      (fun k => mul_pos (by positivity)
        (sum_pos (fun _ _ => hx _) ⟨⟨0, hN⟩, mem_univ _⟩))
      (leave_one_out x hN ω)
  rw [← sampleExpect_average p
    (fun k ω => Real.log (sampleMean x (fun j => ω (k.succAbove j)))) h]
  -- strict for the sample `i, j, ..., j`
  let ω₀ : Fin (N + 1) → ι := Fin.cons (α := fun _ => ι) i (fun _ => j)
  have hpos : ∀ k, 0 < p (ω₀ k) := by
    intro k
    refine Fin.cases ?_ (fun l => ?_) k
    · simpa [ω₀] using hi
    · simpa [ω₀] using hj
  refine sum_lt_sum (fun ω _ => mul_le_mul_of_nonneg_left (J ω).1
    (prod_nonneg fun k _ => hp _)) ⟨ω₀, mem_univ _, ?_⟩
  refine mul_lt_mul_of_pos_left ((J ω₀).2 0 (by positivity) ?_) (prod_pos fun k _ => hpos k)
  have h0 : sampleMean x (fun l => ω₀ ((0 : Fin (N + 1)).succAbove l)) = x j := by
    simp [sampleMean, ω₀, hN0.ne']
  have hS : sampleMean x ω₀ = ((N + 1 : ℕ) : ℝ)⁻¹ * (x i + N * x j) := by
    simp [sampleMean, Fin.sum_univ_succ, ω₀]
  intro heq
  have hmean := h0.symm.trans (heq.trans hS)
  rw [eq_inv_mul_iff_mul_eq₀ hc] at hmean
  push_cast at hmean
  exact hij (by linarith)
```

The sample mean is unbiased, $E_{N+1}[\bar x_{N+1}]=\mu$, since each of its terms has expectation $\mu$. Jensen's inequality over all data sets, weighted by their probabilities, therefore gives

$$E_{N+1}[\ln\bar x_{N+1}]\le\ln\mu .$$

This is `log_mean_le`, with unbiasedness in `hm`. A weak inequality suffices, because the preceding step is already strict:

$$E_N[\ln\bar x_N]<E_{N+1}[\ln\bar x_{N+1}]\le\ln\mu .$$

```lean
/-- For a positive observable, the expected logarithm of the mean of `N + 1` samples is at most
the logarithm of the true mean. -/
theorem log_mean_le {p x : ι → ℝ} (hp : ∀ i, 0 ≤ p i) (hsum : ∑ i, p i = 1)
    (hx : ∀ i, 0 < x i) (N : ℕ) :
    sampleExpect p (N + 1) (fun ω => Real.log (sampleMean x ω))
      ≤ Real.log (∑ a, p a * x a) := by
  have h : ∀ k : Fin (N + 1), sampleExpect p (N + 1) (fun ω => x (ω k)) = ∑ a, p a * x a := by
    intro k
    rw [sampleExpect_succ p k]
    simp only [Fin.insertNth_apply_same, sampleExpect_const hsum]
  -- the sample mean is unbiased
  have hm : sampleExpect p (N + 1) (fun ω => sampleMean x ω) = ∑ a, p a * x a := by
    simpa only [sampleMean, mul_sum] using sampleExpect_average p (fun k ω => x (ω k)) h
  have h1 : ∑ ω : Fin (N + 1) → ι, ∏ k, p (ω k) = 1 := by
    simpa only [sampleExpect, mul_one] using sampleExpect_const hsum (N + 1) 1
  exact (jensen_log (fun ω : Fin (N + 1) → ι => ∏ k, p (ω k)) (fun ω => sampleMean x ω)
    (fun ω => prod_nonneg fun k _ => hp _) h1
    (fun ω => mul_pos (by positivity) (sum_pos (fun _ _ => hx _) ⟨0, mem_univ _⟩)) hm).1
```

## Positive temperature

The hypothesis `hT : 0 < kT` makes $-kT$ negative, so multiplying the last chain by it reverses the order:

$$F_N>F_{N+1}\ge\Delta F .$$

This gives both claims. For negative $kT$ the logarithmic inequalities would survive, but both conclusions about $F_N$ would be reversed.

In the main theorem, `hne` carries $W_i\ne W_j$ over to the Boltzmann factors, `hf` takes $-kT$ out of the expectation, and `mul_lt_mul_of_neg_left` performs the reversal. The statement compares $N$ with $N+1$; repeating it orders any two sample sizes.

```lean
/-- For `kT > 0` and work that is not constant on the outcomes of positive probability, the
expected exponential-averaging estimate from `N ≥ 1` independent samples exceeds the exact
free-energy difference and strictly decreases when a sample is added. -/
theorem exponential_averaging_bias {p W : ι → ℝ} {kT : ℝ} (hT : 0 < kT)
    (hp : ∀ i, 0 ≤ p i) (hsum : ∑ i, p i = 1)
    (hW : ∃ i j, 0 < p i ∧ 0 < p j ∧ W i ≠ W j) {N : ℕ} (hN : 1 ≤ N) :
    freeEnergy p W kT < expectedEstimate p W kT N ∧
      expectedEstimate p W kT (N + 1) < expectedEstimate p W kT N := by
  obtain ⟨i, j, hi, hj, hij⟩ := hW
  have hx : ∀ a, 0 < boltzmann W kT a := fun a => Real.exp_pos _
  have hne : boltzmann W kT i ≠ boltzmann W kT j := by
    intro h
    unfold boltzmann at h
    have h' := Real.exp_injective h
    rw [div_left_inj' hT.ne'] at h'
    exact hij (neg_injective h')
  have hf : ∀ n, expectedEstimate p W kT n
      = -kT * sampleExpect p n (fun ω => Real.log (sampleMean (boltzmann W kT) ω)) := by
    intro n
    simp only [expectedEstimate, sampleExpect, mul_sum]
    exact sum_congr rfl fun ω _ => by ring
  have up := log_mean_increases hp hsum hx hi hj hne hN
  rw [hf N, hf (N + 1)]
  exact ⟨mul_lt_mul_of_neg_left (up.trans_le (log_mean_le hp hsum hx N)) (by linarith),
    mul_lt_mul_of_neg_left up (by linarith)⟩
```

## Blocks, pooled data and the mean work

In the calculation with 100 independent trajectories, averaging ten block estimates has expectation $F_{10}$. Pooling all the work values into one exponential average has expectation $F_{100}$, which is lower and still above $\Delta F$. The leave-one-out means also appear in a jackknife analysis: for any given data set of at least two values, the average of the leave-one-out free-energy estimates is no lower than the full estimate.

At the smallest size, the logarithm undoes the exponential and

$$F_1=\sum_i p_i\left(-kT\ln e^{-W_i/kT}\right)=\sum_i p_iW_i .$$

A single trajectory thus gives the mean work on average, and for $N\ge2$ the expected estimate lies strictly between $\Delta F$ and the mean work. For two equally likely values $W=0$ and $W=kT\ln4$, one finds $F_1\approx0.693\,kT$, $F_2\approx0.582\,kT$ and $\Delta F\approx0.470\,kT$.

The identity for $F_1$ needs only $kT\ne0$. Its proof splits off the single sample and simplifies the remaining empty one.

```lean
/-- With a single sample and `kT ≠ 0`, the expected estimate is the mean work. -/
theorem one_sample {p W : ι → ℝ} {kT : ℝ} (hT : kT ≠ 0) :
    expectedEstimate p W kT 1 = ∑ i, p i * W i := by
  have h : ∀ a, -kT * (-W a / kT) = W a := fun a => by field_simp
  unfold expectedEstimate
  rw [sampleExpect_succ p (0 : Fin (0 + 1))]
  refine sum_congr rfl fun a _ => ?_
  simp [sampleExpect, sampleMean, boltzmann, -neg_mul, h]

end

end ExponentialAveragingBias
```

```lean
#print axioms ExponentialAveragingBias.exponential_averaging_bias
-- 'ExponentialAveragingBias.exponential_averaging_bias' depends on axioms: [propext, Classical.choice, Quot.sound]
#print axioms ExponentialAveragingBias.one_sample
-- 'ExponentialAveragingBias.one_sample' depends on axioms: [propext, Classical.choice, Quot.sound]
```
